# A fermionic Bogoliubov matrix of determinant −1 has a singular U and a vacuum with no Thouless form

Let a Bogoliubov transformation of finitely many fermion modes have determinant $-1$. Then its block $U$ is singular, and no nonzero state annihilated by all its quasiparticle annihilators is a multiple of a Thouless state over the bare vacuum.

## Odd-parity vacua and pair exponentials

A Thouless state $e^{P}|0\rangle$, with $P=\frac12\sum_{ij}Z_{ij}a_i^\dagger a_j^\dagger$, adds fermions to the bare vacuum $|0\rangle$ in pairs. A paired mean-field state of odd particle-number parity should therefore be out of its reach. In terms of the transformation, odd parity is read from the determinant $-1$, which is the condition used here.

Thouless's theorem gives an exponential form when the overlap with the reference is nonzero. The result here concerns vanishing overlap and constructs no $Z$. For Hartree–Fock–Bogoliubov work in a finite basis, it means that formulas containing $U^{-1}$ fail for such a vacuum.

## Matrices, operators and the bare bra

Stars on matrices denote entrywise conjugation. The quasiparticle annihilators and the Bogoliubov matrix are

$$\beta_k=\sum_l(U^*_{lk}a_l+V^*_{lk}a_l^\dagger),\qquad W=\begin{pmatrix}U&V^*\\V&U^*\end{pmatrix},$$

with $U^\dagger U+V^\dagger V=1$ and $U^TV+V^TU=0$. In Lean these are `quasi`, `bogoliubov` and `IsBogoliubov`, over the real or complex numbers `𝕜`. For real matrices $W$ is $\begin{pmatrix}U&V\\V&U\end{pmatrix}$, the case of `real_det_U_eq_zero`.

States live in any vector space `M`. The operators `a` and `ad` stand for $a$ and $a^\dagger$, and the linear functional `vac` for $\langle0|$. `IsFock` asks less than its name suggests: only $\{a_i,a_j^\dagger\}=\delta_{ij}$ and $\langle0|a_i^\dagger=0$.

`no_thouless_form` says that if $\det W=-1$, $\beta_k\varphi=0$ for all $k$, $\varphi\neq0$ and $\langle0|\Omega\rangle\neq0$, then $\varphi\neq c\sum_{k=0}^{N}P^k\Omega/k!$ for every $Z$, $N$ and $c$. The physical reference is $\Omega=|0\rangle$. The existence of $\varphi$ is assumed. One step leads from here to the full exponential: creators of finitely many fermion modes anticommute, so the series ends and a large enough $N$ contains all of it.

## From the determinant to the overlap

**Determinant.** The two conditions and their conjugates are the four blocks of $W^\dagger W=1$. Exchanging the two halves of rows and columns turns $W^T$ into $W^\dagger$, so $\det W^\dagger=\det W$ and $(\det W)^2=1$.

**Singular block.** Since $WW^\dagger=1$ too, the second block column of $W^\dagger$ gives

$$W\begin{pmatrix}1&V^\dagger\\0&U^T\end{pmatrix}=\begin{pmatrix}U&0\\V&1\end{pmatrix}.$$

Determinants give $\det W\,\det U=\det U$. For $\det W=-1$ this is $2\det U=0$.

**Overlap.** Write $s=\langle0|\varphi\rangle$ and $G_{ml}=\langle0|a_ma_l|\varphi\rangle$. The anticommutator gives $\langle0|a_ma_l^\dagger|\varphi\rangle=\delta_{ml}s$, so $\langle0|a_m\beta_k|\varphi\rangle=0$ reads $GU^*=-sV^*$. Hence

$$s\,1=s(U^TU^*+V^TV^*)=(sU^T-V^TG)U^*.$$

The right side has determinant zero and the left side $s^n$, with $n$ the number of modes, so $s=0$.

**Contradiction.** Because $\langle0|P=0$, only the $k=0$ term of the series meets the bare vacuum, and its overlap is $\langle0|\Omega\rangle$. If $\varphi$ were $c$ times the series, then $0=c\langle0|\Omega\rangle$, so $c=0$ and $\varphi=0$.

## One mode and filled shells

For one mode with $U=0$, $V=1$, we have $\beta=a^\dagger$ and $\det W=-1$. The quasiparticle vacuum is the occupied state, while every Thouless state over $|0\rangle$ is $|0\rangle$ itself.

For $n$ modes with $U=0$, $V=1$,

$$W\begin{pmatrix}1&0\\1&1\end{pmatrix}=\begin{pmatrix}1&1\\1&0\end{pmatrix},$$

so $\det W=(-1)^n$. For positive even $n$, $U$ is singular although $\det W=1$. The overlap argument uses only $\det U=0$, so it rules out a Thouless form for this even-parity state as well.

## The Lean file

```lean
import Mathlib

open Matrix

namespace OddParityThouless

variable {𝕜 n M : Type*} [RCLike 𝕜] [Fintype n] [DecidableEq n]
  [AddCommGroup M] [Module 𝕜 M]

/-- The Bogoliubov matrix `[[U, V*], [V, U*]]`, where the star is entrywise conjugation. -/
def bogoliubov (U V : Matrix n n 𝕜) : Matrix (n ⊕ n) (n ⊕ n) 𝕜 :=
  fromBlocks U (V.map star) V (U.map star)

/-- The fermionic Bogoliubov conditions `U†U + V†V = 1` and `UᵀV + VᵀU = 0`. -/
structure IsBogoliubov (U V : Matrix n n 𝕜) : Prop where
  norm : Uᴴ * U + Vᴴ * V = 1
  pair : Uᵀ * V + Vᵀ * U = 0

/-- Annihilators `a` and creators `ad` with `{a i, ad j} = δ i j`, and a bare vacuum bra `vac`
that gives zero on every state of the form `ad i x`. -/
structure IsFock (a ad : n → Module.End 𝕜 M) (vac : M →ₗ[𝕜] 𝕜) : Prop where
  car : ∀ i j, a i * ad j + ad j * a i = if i = j then 1 else 0
  bra : ∀ i x, vac (ad i x) = 0

/-- The quasiparticle annihilator `β k = ∑ l, (U* l k) a l + (V* l k) ad l`. -/
def quasi (a ad : n → Module.End 𝕜 M) (U V : Matrix n n 𝕜) (k : n) : Module.End 𝕜 M :=
  ∑ l, (star (U l k) • a l + star (V l k) • ad l)

/-- The pair creation operator `½ ∑ i j, Z i j ad i ad j`. -/
noncomputable def pairOp (ad : n → Module.End 𝕜 M) (Z : Matrix n n 𝕜) : Module.End 𝕜 M :=
  (2 : 𝕜)⁻¹ • ∑ i, ∑ j, Z i j • (ad i * ad j)

/-- The Thouless state: the exponential series of the pair creation operator through order `N`,
applied to the reference state `Ω`. -/
noncomputable def thouless (ad : n → Module.End 𝕜 M) (Z : Matrix n n 𝕜) (N : ℕ) (Ω : M) : M :=
  ∑ k ∈ Finset.range (N + 1), (k.factorial : 𝕜)⁻¹ • (pairOp ad Z ^ k) Ω

/-- The conjugated normalisation `VᵀV* + UᵀU* = 1` of a Bogoliubov pair. -/
theorem conj_norm {U V : Matrix n n 𝕜} (h : IsBogoliubov U V) :
    Vᵀ * V.map star + Uᵀ * U.map star = 1 := by
  have ht : ∀ A : Matrix n n 𝕜, Aᴴᵀ = A.map star := by
    intro A; ext i j; rfl
  have h1 := congrArg Matrix.transpose h.norm
  rw [transpose_add, transpose_mul, transpose_mul, ht, ht, transpose_one] at h1
  rw [add_comm]
  exact h1

/-- The Bogoliubov matrix of a pair obeying the fermionic conditions is unitary. -/
theorem bogoliubov_unitary {U V : Matrix n n 𝕜} (h : IsBogoliubov U V) :
    (bogoliubov U V)ᴴ * bogoliubov U V = 1 := by
  have hc : ∀ A : Matrix n n 𝕜, (A.map star)ᴴ = Aᵀ := by
    intro A; ext i j; simp [conjTranspose_apply]
  have ht : ∀ A : Matrix n n 𝕜, Aᵀᴴ = A.map star := by
    intro A; ext i j; rfl
  have h2 := congrArg Matrix.conjTranspose h.pair
  rw [conjTranspose_add, conjTranspose_mul, conjTranspose_mul, ht, ht,
    conjTranspose_zero, add_comm] at h2
  have h3 : Vᵀ * U + Uᵀ * V = 0 := by rw [add_comm]; exact h.pair
  rw [bogoliubov, fromBlocks_conjTranspose, fromBlocks_multiply, hc, hc, h.norm, h2, h3,
    conj_norm h, fromBlocks_one]

/-- The determinant of a fermionic Bogoliubov matrix is `1` or `-1`. -/
theorem det_eq_one_or_neg_one {U V : Matrix n n 𝕜} (h : IsBogoliubov U V) :
    (bogoliubov U V).det = 1 ∨ (bogoliubov U V).det = -1 := by
  -- exchanging particles and holes conjugates the matrix
  have hs : (bogoliubov U V)ᴴ =
      (bogoliubov U V)ᵀ.submatrix (Equiv.sumComm n n) (Equiv.sumComm n n) := by
    ext (i | i) (j | j) <;> simp [bogoliubov, conjTranspose_apply]
  have hd := congrArg Matrix.det (bogoliubov_unitary h)
  rw [det_mul, hs, det_submatrix_equiv_self, det_transpose, det_one] at hd
  exact mul_self_eq_one_iff.mp hd

/-- For a fermionic Bogoliubov matrix `W` with upper left block `U`, `det W * det U = det U`. -/
theorem det_mul_det {U V : Matrix n n 𝕜} (h : IsBogoliubov U V) :
    (bogoliubov U V).det * U.det = U.det := by
  have hc : ∀ A : Matrix n n 𝕜, (A.map star)ᴴ = Aᵀ := by
    intro A; ext i j; simp [conjTranspose_apply]
  have hw := mul_eq_one_comm.mp (bogoliubov_unitary h)
  rw [bogoliubov, fromBlocks_conjTranspose, fromBlocks_multiply, hc, hc,
    ← fromBlocks_one, fromBlocks_inj] at hw
  obtain ⟨-, h12, -, h22⟩ := hw
  -- keep only the second block column of the inverse
  have hp : bogoliubov U V * fromBlocks 1 Vᴴ 0 Uᵀ = fromBlocks U 0 V 1 := by
    rw [bogoliubov, fromBlocks_multiply, h12, h22]
    simp only [Matrix.mul_one, Matrix.mul_zero, add_zero]
  have hd := congrArg Matrix.det hp
  rw [det_mul, det_fromBlocks_zero₂₁, det_fromBlocks_zero₁₂, det_one, det_transpose,
    one_mul, mul_one] at hd
  exact hd

/-- If a fermionic Bogoliubov matrix has determinant `-1`, its block `U` is singular. -/
theorem det_U_eq_zero {U V : Matrix n n 𝕜} (h : IsBogoliubov U V)
    (hd : (bogoliubov U V).det = -1) : U.det = 0 := by
  have h1 := det_mul_det h
  rw [hd] at h1
  have h2 : (2 : 𝕜) * U.det = 0 := by linear_combination -h1
  exact (mul_eq_zero.mp h2).resolve_left two_ne_zero

/-- Real case: if `UᵀU + VᵀV = 1`, `UᵀV + VᵀU = 0` and `[[U, V], [V, U]]` has determinant `-1`,
then `U` is singular. -/
theorem real_det_U_eq_zero {U V : Matrix n n ℝ} (h1 : Uᵀ * U + Vᵀ * V = 1)
    (h2 : Uᵀ * V + Vᵀ * U = 0) (hd : (fromBlocks U V V U).det = -1) : U.det = 0 := by
  have hs : ∀ A : Matrix n n ℝ, A.map star = A := by
    intro A; ext i j; simp
  have ht : ∀ A : Matrix n n ℝ, Aᴴ = Aᵀ := by
    intro A; ext i j; simp [conjTranspose_apply]
  exact det_U_eq_zero (V := V) ⟨by rw [ht, ht]; exact h1, h2⟩
    (by rw [bogoliubov, hs, hs]; exact hd)

/-- If `U` and `V` obey the fermionic Bogoliubov conditions and `U` is singular, a state annihilated
by all quasiparticle annihilators has zero overlap with the bare vacuum. -/
theorem overlap_eq_zero {U V : Matrix n n 𝕜} (h : IsBogoliubov U V) (hU : U.det = 0)
    {a ad : n → Module.End 𝕜 M} {vac : M →ₗ[𝕜] 𝕜} (hF : IsFock a ad vac)
    {φ : M} (hφ : ∀ k, quasi a ad U V k φ = 0) : vac φ = 0 := by
  have contr : ∀ m l, vac (a m (ad l φ)) = if m = l then vac φ else 0 := by
    intro m l
    have h1 := congrArg (fun T : Module.End 𝕜 M => vac (T φ)) (hF.car m l)
    by_cases hml : m = l
    · simpa [hml, Module.End.mul_apply, hF.bra] using h1
    · simpa [hml, Module.End.mul_apply, hF.bra] using h1
  obtain ⟨G, hG⟩ : ∃ G : Matrix n n 𝕜, ∀ m l, G m l = vac (a m (a l φ)) :=
    ⟨fun m l => vac (a m (a l φ)), fun _ _ => rfl⟩
  -- project the vacuum condition on one-particle states
  have key : G * U.map star = -(vac φ • V.map star) := by
    ext m k
    have h1 := congrArg (fun x => vac (a m x)) (hφ k)
    simp only [quasi, LinearMap.sum_apply, LinearMap.add_apply, LinearMap.smul_apply, map_sum,
      map_add, map_smul, map_zero, contr, smul_eq_mul, Finset.sum_add_distrib, mul_ite,
      mul_zero, Finset.sum_ite_eq, Finset.mem_univ, if_true] at h1
    have h2 : (G * U.map star) m k = ∑ l, star (U l k) * vac (a m (a l φ)) := by
      rw [Matrix.mul_apply]
      exact Finset.sum_congr rfl fun l _ => by rw [hG, Matrix.map_apply, mul_comm]
    rw [h2, Matrix.neg_apply, Matrix.smul_apply, Matrix.map_apply, smul_eq_mul]
    linear_combination h1
  -- the overlap times the identity factors through the singular matrix
  have fac : vac φ • (1 : Matrix n n 𝕜) = (vac φ • Uᵀ - Vᵀ * G) * U.map star := by
    rw [Matrix.sub_mul, Matrix.mul_assoc, key, ← conj_norm h]
    simp only [Matrix.mul_neg, Matrix.mul_smul, Matrix.smul_mul, smul_add]
    abel
  have hs : (U.map star).det = 0 := by
    have ht : U.map star = Uᴴᵀ := by ext i j; rfl
    rw [ht, det_transpose, det_conjTranspose, hU, star_zero]
  have hd := congrArg Matrix.det fac
  rw [det_smul, det_one, mul_one, det_mul, hs, mul_zero] at hd
  by_contra hc
  exact pow_ne_zero _ hc hd

/-- If a fermionic Bogoliubov matrix has determinant `-1`, a nonzero quasiparticle vacuum `φ` is not
a multiple of any Thouless state built on a reference `Ω` that overlaps the bare vacuum. -/
theorem no_thouless_form {U V : Matrix n n 𝕜} (h : IsBogoliubov U V)
    (hd : (bogoliubov U V).det = -1)
    {a ad : n → Module.End 𝕜 M} {vac : M →ₗ[𝕜] 𝕜} (hF : IsFock a ad vac)
    {φ Ω : M} (hφ : ∀ k, quasi a ad U V k φ = 0) (hφ0 : φ ≠ 0) (hΩ : vac Ω ≠ 0)
    (Z : Matrix n n 𝕜) (N : ℕ) (c : 𝕜) : φ ≠ c • thouless ad Z N Ω := by
  intro he
  have hp : ∀ x, vac (pairOp ad Z x) = 0 := by
    intro x
    simp [pairOp, LinearMap.sum_apply, Module.End.mul_apply, hF.bra]
  -- only the zeroth order of the exponential meets the bare vacuum
  have ho : vac (thouless ad Z N Ω) = vac Ω := by
    rw [thouless, map_sum, Finset.sum_range_succ']
    simp only [map_smul, pow_succ', Module.End.mul_apply, hp, smul_zero,
      Finset.sum_const_zero, pow_zero, Module.End.one_apply, Nat.factorial_zero,
      Nat.cast_one, inv_one, one_smul, zero_add]
  have h0 := overlap_eq_zero h (det_U_eq_zero h hd) hF hφ
  rw [he, map_smul, ho, smul_eq_mul] at h0
  have hc : c = 0 := (mul_eq_zero.mp h0).resolve_right hΩ
  exact hφ0 (by rw [he, hc, zero_smul])

/-- For `U = 0` and `V = 1` on `n` modes the Bogoliubov matrix has determinant `(-1)^n`. -/
theorem det_filled :
    (bogoliubov (0 : Matrix n n 𝕜) 1).det = (-1) ^ Fintype.card n := by
  have h1 : (1 : Matrix n n 𝕜).map star = 1 :=
    Matrix.map_one _ (star_zero _) (star_one _)
  have h0 : (0 : Matrix n n 𝕜).map star = 0 := by ext i j; simp
  have hp : bogoliubov (0 : Matrix n n 𝕜) 1 * fromBlocks 1 0 1 1 = fromBlocks 1 1 1 0 := by
    rw [bogoliubov, h1, h0, fromBlocks_multiply]
    simp only [Matrix.mul_one, Matrix.mul_zero, add_zero, zero_add]
  have hd := congrArg Matrix.det hp
  rw [det_mul, det_fromBlocks_zero₁₂, det_fromBlocks_one₁₁, Matrix.mul_one, zero_sub,
    det_neg, det_one, mul_one, mul_one, mul_one] at hd
  exact hd

/-- One fermion mode on `ℂ²` with `U = 0`, `V = 1`, `φ = (0, 1)` and `Ω = (1, 0)` meets all
hypotheses of `no_thouless_form`. -/
theorem no_thouless_form_witness :
    IsBogoliubov (0 : Matrix (Fin 1) (Fin 1) ℂ) 1 ∧
    (bogoliubov (0 : Matrix (Fin 1) (Fin 1) ℂ) 1).det = -1 ∧
    IsFock (fun _ : Fin 1 => Matrix.mulVecLin !![(0 : ℂ), 1; 0, 0])
      (fun _ => Matrix.mulVecLin !![(0 : ℂ), 0; 1, 0]) (LinearMap.proj 0) ∧
    (∀ k, quasi (fun _ : Fin 1 => Matrix.mulVecLin !![(0 : ℂ), 1; 0, 0])
      (fun _ => Matrix.mulVecLin !![(0 : ℂ), 0; 1, 0]) 0 1 k ![0, 1] = 0) ∧
    (![0, 1] : Fin 2 → ℂ) ≠ 0 ∧
    (LinearMap.proj 0 : (Fin 2 → ℂ) →ₗ[ℂ] ℂ) ![1, 0] ≠ 0 := by
  refine ⟨⟨by simp, by simp⟩, by rw [det_filled]; simp, ⟨?_, ?_⟩, ?_, ?_, by simp⟩
  · intro i j
    rw [if_pos (Subsingleton.elim i j)]
    apply LinearMap.ext
    intro x
    ext k
    fin_cases k <;> simp [Module.End.mul_apply, dotProduct, Fin.sum_univ_succ]
  · intro i x
    simp [dotProduct, Fin.sum_univ_succ]
  · intro k
    obtain rfl : k = 0 := Subsingleton.elim _ _
    ext j
    fin_cases j <;> simp [quasi, Matrix.mulVec, dotProduct, Fin.sum_univ_succ]
  · intro h
    have h1 := congrFun h 1
    simp at h1

end OddParityThouless
```

```lean
#print axioms OddParityThouless.det_eq_one_or_neg_one
#print axioms OddParityThouless.real_det_U_eq_zero
#print axioms OddParityThouless.no_thouless_form
```

```
'OddParityThouless.det_eq_one_or_neg_one' depends on axioms: [propext, Classical.choice, Quot.sound]
'OddParityThouless.real_det_U_eq_zero' depends on axioms: [propext, Classical.choice, Quot.sound]
'OddParityThouless.no_thouless_form' depends on axioms: [propext, Classical.choice, Quot.sound]
```

## Block products and contractions in Lean

`conj_norm` supplies the conjugated normalisation, and `bogoliubov_unitary` checks the four blocks with `fromBlocks_multiply`. In `det_eq_one_or_neg_one`, the exchange of halves is a `submatrix` along `Equiv.sumComm`.

`det_mul_det` obtains $WW^\dagger=1$ from `mul_eq_one_comm`, reads off the second block column and takes determinants of the triangular factors. `det_U_eq_zero` then sets $\det W=-1$.

In `overlap_eq_zero`, `contr` is the contraction $\delta_{ml}s$, `key` is $GU^*=-sV^*$, and `fac` is the factorisation of $s\,1$. In `no_thouless_form`, `hp` states $\langle0|P=0$, and `ho` splits off the $k=0$ term with `Finset.sum_range_succ'`.

`det_filled` carries out the filled-shell product. `no_thouless_form_witness` checks every hypothesis for the one-mode example on $\mathbb C^2$, with $\Omega=(1,0)$ and $\varphi=(0,1)$.
